# For a linear scattering phase, the Fourier peak of one complex EXAFS shell lies at $R-\beta/2$

The signal of one coordination shell is modelled here as a single complex wave, $w(k)\,e^{i(2kR+\varphi_0-\beta k)}$, where $k$ is the photoelectron wavenumber and $R$ the bond length. A measured EXAFS signal is real, a sine, and so also contains the conjugate wave, whose transform overlaps the first one to some extent; that overlap is left out. The weight $w$ collects the window function and every amplitude factor. The phase $\varphi_0-\beta k$ stands for the shift that the electron picks up in the potentials of the absorbing and the backscattering atom, approximated by a straight line over the band. Its slope in $k$ is $-\beta$. The parameter $\beta$, called the phase slope below, is a length; it is assumed, not computed from a potential.

## The peak position by hand

Let $w$ be continuous, nonnegative and not identically zero on $[k_1,k_2]$, with $k_1<k_2$, and let

$$F(r)=\int_{k_1}^{k_2} w(k)\,e^{i(2kR+\varphi_0-\beta k)}\,e^{-2ikr}\,dk .$$

Then $|F(r)|<|F(R-\beta/2)|$ for every real $r\neq R-\beta/2$. The peak therefore misses the bond length whenever $\beta\neq0$.

**Reduction to one variable.** The exponents add up to $i\varphi_0+iqk$ with $q=2(R-\beta/2-r)$. The factor $e^{i\varphi_0}$ has modulus one, so

$$|F(r)|=|Z(q)|,\qquad Z(q)=\int_{k_1}^{k_2} w(k)\,e^{iqk}\,dk .$$

At $r=R-\beta/2$ we have $q=0$, and the modulus is the area $A=\int_{k_1}^{k_2} w(k)\,dk$.

**Projection.** Let $q\neq0$ and write $Z(q)=|Z(q)|e^{i\theta}$. Multiplying by $e^{-i\theta}$ and taking the real part gives

$$|Z(q)|=\int_{k_1}^{k_2} w(k)\cos(qk-\theta)\,dk ,$$

$$A-|Z(q)|=\int_{k_1}^{k_2} w(k)\,[1-\cos(qk-\theta)]\,dk .$$

The last integrand is continuous and nonnegative, so the integral is positive as soon as the integrand is positive at one point.

**A wave out of phase.** Choose $c$ in the band with $w(c)>0$. By continuity there is another point $d\neq c$ of the band with $w(d)>0$ and $|q(d-c)|<2\pi$. If both cosines were 1, then $qc-\theta$ and $qd-\theta$ would be multiples of $2\pi$, and so would their difference $q(d-c)$. But this difference is nonzero and smaller than $2\pi$ in magnitude. So at $c$ or at $d$ the integrand is positive, and $|Z(q)|<A$.

**A numerical instance.** Take $w=1$ on a band of width $\Delta=k_2-k_1$ and put $x=R-\beta/2-r$. For $x\ne0$ the integral gives $|F(r)|=|\sin(\Delta x)/x|$, and at $x=0$ the modulus is $\Delta$. With the illustrative values $R=2.5$ Å, $\beta=0.8$ Å and a band from 3 to 13 Å$^{-1}$, the peak lies at $2.5-0.4=2.1$ Å and has height 10 Å$^{-1}$. At the bond length $x=-0.4$ Å, and the modulus is only $|\sin 4|/0.4\approx1.89$ Å$^{-1}$.

**The narrow-band limit.** For the same flat window and $x\neq0$, the modulus divided by its peak value is $|\sin(\Delta x)/(\Delta x)|$. At every fixed $x$ it tends to 1 as $\Delta\to0$, so the peak flattens out. At zero width the integral vanishes for every $r$ and the strict inequality fails; the condition $k_1<k_2$ excludes this case.

## The window, the phase and the transform in Lean

```lean
import Mathlib

open Set MeasureTheory

namespace ExafsPeakShift

noncomputable section
```

The conditions on $w$ are gathered in one proposition. They concern the band only; outside it, `w` is arbitrary.

```lean
/-- A window on the wavenumber band `[k₁, k₂]`, `k₁ < k₂`: a weight that is continuous,
nonnegative and not identically zero there. -/
structure IsWindow (w : ℝ → ℝ) (k₁ k₂ : ℝ) : Prop where
  band : k₁ < k₂
  cont : ContinuousOn w (Icc k₁ k₂)
  nonneg : ∀ k ∈ Icc k₁ k₂, 0 ≤ w k
  nonzero : ∃ k ∈ Icc k₁ k₂, w k ≠ 0
```

The linear phase is a definition, so nothing is claimed about phases with curvature in $k$.

```lean
/-- The scattering phase shift, linear in the photoelectron wavenumber `k`. -/
def scatteringPhase (φ₀ β k : ℝ) : ℝ := φ₀ - β * k
```

The transform is the integral $F(r)$ as written above, without a normalising prefactor. All distances are real numbers with no sign condition, so for $\beta>2R$ the peak would sit at a negative $r$.

```lean
/-- The Fourier transform at distance `r` of the windowed complex signal of one shell at
bond length `R`. -/
def exafsTransform (w : ℝ → ℝ) (k₁ k₂ R φ₀ β r : ℝ) : ℂ :=
  ∫ k in k₁..k₂, (w k : ℂ) *
    Complex.exp (Complex.I * ((2 * k * R + scatteringPhase φ₀ β k : ℝ) : ℂ)) *
    Complex.exp (-2 * Complex.I * k * r)
```

## From the transform to a sum of waves

The first theorem is the reduction to $Z(q)$. Inside the proof, `e` combines the exponentials, and `hfac` takes the constant phase out of the integral. No condition on `w` is needed.

```lean
variable {w : ℝ → ℝ} {k₁ k₂ : ℝ}

/-- The modulus of the transform does not depend on the constant phase, and depends on `r`
only through the mismatch `R - β/2 - r`. -/
theorem norm_exafsTransform (w : ℝ → ℝ) (k₁ k₂ R φ₀ β r : ℝ) :
    ‖exafsTransform w k₁ k₂ R φ₀ β r‖ =
      ‖∫ k in k₁..k₂, (w k : ℂ) *
        Complex.exp (((2 * (R - β / 2 - r) * k : ℝ) : ℂ) * Complex.I)‖ := by
  have hfac : exafsTransform w k₁ k₂ R φ₀ β r =
      Complex.exp ((φ₀ : ℂ) * Complex.I) * ∫ k in k₁..k₂, (w k : ℂ) *
        Complex.exp (((2 * (R - β / 2 - r) * k : ℝ) : ℂ) * Complex.I) := by
    have hpt : ∀ k : ℝ, (w k : ℂ) *
        Complex.exp (Complex.I * ((2 * k * R + scatteringPhase φ₀ β k : ℝ) : ℂ)) *
        Complex.exp (-2 * Complex.I * k * r) =
        Complex.exp ((φ₀ : ℂ) * Complex.I) * ((w k : ℂ) *
          Complex.exp (((2 * (R - β / 2 - r) * k : ℝ) : ℂ) * Complex.I)) := by
      intro k
      have e : Complex.exp (Complex.I * ((2 * k * R + scatteringPhase φ₀ β k : ℝ) : ℂ)) *
          Complex.exp (-2 * Complex.I * k * r) =
          Complex.exp ((φ₀ : ℂ) * Complex.I) *
          Complex.exp (((2 * (R - β / 2 - r) * k : ℝ) : ℂ) * Complex.I) := by
        rw [← Complex.exp_add, ← Complex.exp_add]
        congr 1
        simp only [scatteringPhase]
        push_cast
        ring
      linear_combination (w k : ℂ) * e
    rw [← intervalIntegral.integral_const_mul]
    exact intervalIntegral.integral_congr (fun k _ => hpt k)
  rw [hfac, norm_mul, Complex.norm_exp_ofReal_mul_I, one_mul]
```

Setting $r=R-\beta/2$ in the reduced integral makes its exponential equal to 1 at every $k$, which leaves the area of the window.

```lean
/-- At `r = R - β/2` the modulus of the transform equals the area of the window. -/
theorem peak_height (hw : IsWindow w k₁ k₂) (R φ₀ β : ℝ) :
    ‖exafsTransform w k₁ k₂ R φ₀ β (R - β / 2)‖ = ∫ k in k₁..k₂, w k := by
  rw [norm_exafsTransform]
  simp only [sub_self, mul_zero, zero_mul, Complex.ofReal_zero, Complex.exp_zero, mul_one]
  rw [intervalIntegral.integral_ofReal, Complex.norm_real,
    Real.norm_of_nonneg (intervalIntegral.integral_nonneg hw.band.le hw.nonneg)]
```

The projection is stated for an arbitrary angle `θ`. Continuity on the band makes the integrand integrable, which allows the real part to be taken under the integral.

```lean
/-- The component of the summed waves along the direction `θ` of the complex plane is the
window average of `cos (q k - θ)`, not normalised. -/
theorem component_along (hw : IsWindow w k₁ k₂) (q θ : ℝ) :
    (Complex.exp (((-θ : ℝ) : ℂ) * Complex.I) * ∫ k in k₁..k₂, (w k : ℂ) *
      Complex.exp (((q * k : ℝ) : ℂ) * Complex.I)).re =
      ∫ k in k₁..k₂, w k * Real.cos (q * k - θ) := by
  have hpt : ∀ k : ℝ, (Complex.exp (((-θ : ℝ) : ℂ) * Complex.I) * ((w k : ℂ) *
      Complex.exp (((q * k : ℝ) : ℂ) * Complex.I))).re = w k * Real.cos (q * k - θ) := by
    intro k
    have e : Complex.exp (((-θ : ℝ) : ℂ) * Complex.I) *
        Complex.exp (((q * k : ℝ) : ℂ) * Complex.I) =
        Complex.exp (((q * k - θ : ℝ) : ℂ) * Complex.I) := by
      rw [← Complex.exp_add]
      congr 1
      push_cast
      ring
    rw [mul_left_comm, e, Complex.re_ofReal_mul, Complex.exp_ofReal_mul_I_re]
  have hint : IntervalIntegrable (fun k : ℝ => Complex.exp (((-θ : ℝ) : ℂ) * Complex.I) *
      ((w k : ℂ) * Complex.exp (((q * k : ℝ) : ℂ) * Complex.I))) volume k₁ k₂ :=
    ContinuousOn.intervalIntegrable_of_Icc hw.band.le
      (continuousOn_const.mul ((Complex.continuous_ofReal.comp_continuousOn hw.cont).mul
        (Continuous.continuousOn (by fun_prop))))
  have h := Complex.reCLM.intervalIntegral_comp_comm hint
  simp only [Complex.reCLM_apply] at h
  rw [← intervalIntegral.integral_const_mul, ← h]
  exact intervalIntegral.integral_congr (fun k _ => hpt k)
```

## Dephasing away from the peak

The next lemma finds the wave out of phase, by contradiction. The points `c` and `d` are those of the derivation; `d` is taken to the right of `c`, or to the left if `c` is the upper band edge. `hdiff` says that $\cos(q(d-c))=1$, and `hsmall` that $|q(d-c)|<2\pi$; together they force $q(d-c)=0$.

```lean
/-- For a window `w` and `q ≠ 0`, the waves `exp (i q k)` with `k` in the band cannot all point
along one direction `θ`: some wavenumber with positive weight is out of phase. -/
theorem exists_out_of_phase (hw : IsWindow w k₁ k₂) {q : ℝ} (hq : q ≠ 0) (θ : ℝ) :
    ∃ k ∈ Icc k₁ k₂, 0 < w k ∧ Real.cos (q * k - θ) < 1 := by
  by_contra hno
  have hall : ∀ k ∈ Icc k₁ k₂, 0 < w k → Real.cos (q * k - θ) = 1 := fun k hk hp =>
    le_antisymm (Real.cos_le_one _) (not_lt.mp (fun h => hno ⟨k, hk, hp, h⟩))
  obtain ⟨c, hc, hwc⟩ := hw.nonzero
  have hpos : 0 < w c := lt_of_le_of_ne (hw.nonneg c hc) (Ne.symm hwc)
  have hq' : 0 < |q| := abs_pos.mpr hq
  obtain ⟨δ, hδ, hball⟩ := Metric.continuousOn_iff.mp hw.cont c hc (w c) hpos
  obtain ⟨ε, hε, hεδ, hεq⟩ : ∃ ε : ℝ, 0 < ε ∧ ε ≤ δ ∧ ε ≤ 2 * Real.pi / |q| :=
    ⟨min δ (2 * Real.pi / |q|), lt_min hδ (div_pos Real.two_pi_pos hq'),
      min_le_left _ _, min_le_right _ _⟩
  -- a second wavenumber of the band, close to the first
  obtain ⟨d, hd, hdc, hdε⟩ : ∃ d ∈ Icc k₁ k₂, d ≠ c ∧ |d - c| < ε := by
    rcases lt_or_ge c k₂ with h | h
    · have hlt : c < min k₂ (c + ε / 2) := lt_min h (by linarith)
      refine ⟨min k₂ (c + ε / 2), ⟨hc.1.trans hlt.le, min_le_left _ _⟩, hlt.ne', ?_⟩
      rw [abs_of_pos (sub_pos.mpr hlt)]
      linarith [min_le_right k₂ (c + ε / 2)]
    · have hlt : max k₁ (c - ε / 2) < c :=
        max_lt (lt_of_lt_of_le hw.band h) (by linarith)
      refine ⟨max k₁ (c - ε / 2), ⟨le_max_left _ _, hlt.le.trans hc.2⟩, hlt.ne, ?_⟩
      rw [abs_of_neg (sub_neg.mpr hlt)]
      linarith [le_max_right k₁ (c - ε / 2)]
  have hwd : 0 < w d := by
    have h := hball d hd (by rw [Real.dist_eq]; linarith)
    rw [Real.dist_eq] at h
    linarith [(abs_lt.mp h).1]
  -- both are in phase, yet their phases differ by less than a full turn
  have hcosc := hall c hc hpos
  have hsin : Real.sin (q * c - θ) = 0 := by
    have h := Real.sin_sq_add_cos_sq (q * c - θ)
    rw [hcosc] at h
    exact (pow_eq_zero_iff two_ne_zero).mp (by linarith)
  have hdiff : Real.cos (q * (d - c)) = 1 := by
    rw [show q * (d - c) = (q * d - θ) - (q * c - θ) by ring, Real.cos_sub, hcosc,
      hall d hd hwd, hsin]
    ring
  have hsmall : |q * (d - c)| < 2 * Real.pi := by
    rw [abs_mul, mul_comm]
    exact (lt_div_iff₀ hq').mp (lt_of_lt_of_le hdε hεq)
  exact mul_ne_zero hq (sub_ne_zero.mpr hdc)
    ((Real.cos_eq_one_iff_of_lt_of_lt (abs_lt.mp hsmall).1 (abs_lt.mp hsmall).2).mp hdiff)
```

Now `θ` is set to the argument of the integral. `hrot` identifies the modulus with the projection, and the last step compares two continuous integrands that are ordered everywhere and differ strictly at one point.

```lean
/-- For `q ≠ 0` the waves `exp (i q k)`, summed over the window, interfere to a modulus
strictly below the area of the window. -/
theorem dephasing (hw : IsWindow w k₁ k₂) {q : ℝ} (hq : q ≠ 0) :
    ‖∫ k in k₁..k₂, (w k : ℂ) * Complex.exp (((q * k : ℝ) : ℂ) * Complex.I)‖ <
      ∫ k in k₁..k₂, w k := by
  -- rotating a complex number by minus its argument leaves its modulus
  have hrot : ∀ Z : ℂ, (Complex.exp (((-Z.arg : ℝ) : ℂ) * Complex.I) * Z).re = ‖Z‖ := by
    intro Z
    have h : Complex.exp (((-Z.arg : ℝ) : ℂ) * Complex.I) * Z = (‖Z‖ : ℂ) := by
      calc Complex.exp (((-Z.arg : ℝ) : ℂ) * Complex.I) * Z
          = Complex.exp (((-Z.arg : ℝ) : ℂ) * Complex.I) *
              ((‖Z‖ : ℂ) * Complex.exp ((Z.arg : ℂ) * Complex.I)) := by
            rw [Complex.norm_mul_exp_arg_mul_I]
        _ = (‖Z‖ : ℂ) * Complex.exp (((-Z.arg : ℝ) : ℂ) * Complex.I +
              (Z.arg : ℂ) * Complex.I) := by
            rw [Complex.exp_add]
            ring
        _ = (‖Z‖ : ℂ) := by simp
    rw [h, Complex.ofReal_re]
  rw [← hrot, component_along hw]
  obtain ⟨c, hc, hpos, hcos⟩ := exists_out_of_phase hw hq
    (∫ k in k₁..k₂, (w k : ℂ) * Complex.exp (((q * k : ℝ) : ℂ) * Complex.I)).arg
  exact intervalIntegral.integral_lt_integral_of_continuousOn_of_le_of_exists_lt hw.band
    (hw.cont.mul (Continuous.continuousOn (by fun_prop))) hw.cont
    (fun k hk => mul_le_of_le_one_right (hw.nonneg k (Ioc_subset_Icc_self hk))
      (Real.cos_le_one _))
    ⟨c, hc, mul_lt_of_lt_one_right hpos hcos⟩
```

## The peak and the bond length

The main theorem puts $q=2(R-\beta/2-r)$, which is nonzero exactly when $r\neq R-\beta/2$.

```lean
/-- If `w` is a window, the modulus of the transform has its strict global maximum at `R - β/2`. -/
theorem strict_peak (hw : IsWindow w k₁ k₂) (R φ₀ β : ℝ) {r : ℝ} (hr : r ≠ R - β / 2) :
    ‖exafsTransform w k₁ k₂ R φ₀ β r‖ <
      ‖exafsTransform w k₁ k₂ R φ₀ β (R - β / 2)‖ := by
  rw [peak_height hw, norm_exafsTransform]
  exact dephasing hw (mul_ne_zero two_ne_zero (sub_ne_zero.mpr hr.symm))
```

Strictness makes the maximiser unique, so being a global maximum and being equal to $R-\beta/2$ are equivalent.

```lean
/-- If `w` is a window, the modulus of the transform has a global maximum at the distance `p`
exactly when `p = R - β/2`. -/
theorem isPeak_iff (hw : IsWindow w k₁ k₂) (R φ₀ β p : ℝ) :
    (∀ r, ‖exafsTransform w k₁ k₂ R φ₀ β r‖ ≤ ‖exafsTransform w k₁ k₂ R φ₀ β p‖) ↔
      p = R - β / 2 := by
  constructor
  · intro h
    by_contra hp
    exact not_lt_of_ge (h (R - β / 2)) (strict_peak hw R φ₀ β hp)
  · rintro rfl r
    by_cases hr : r = R - β / 2
    · rw [hr]
    · exact (strict_peak hw R φ₀ β hr).le
```

With $p=R$, the equivalence gives the exact condition under which the peak does show the bond length.

```lean
/-- If `w` is a window, the modulus of the transform is maximal at the bond length itself exactly
when the phase slope `β` vanishes. -/
theorem peak_at_bond_length_iff (hw : IsWindow w k₁ k₂) (R φ₀ β : ℝ) :
    (∀ r, ‖exafsTransform w k₁ k₂ R φ₀ β r‖ ≤ ‖exafsTransform w k₁ k₂ R φ₀ β R‖) ↔
      β = 0 := by
  rw [isPeak_iff hw]
  constructor <;> intro h <;> linarith
```

The last theorem concerns calibration against a reference compound. In this single-shell model with linear phase, a known and an unknown compound that share the slope $\beta$ have peaks separated by exactly the difference of their bond lengths. The equal slopes are a hypothesis; physically, they express that the phase shifts carry over between similar pairs of atoms. The windows, bands and constant phases may differ.

```lean
/-- Calibration by a reference compound: for two shells with the same phase slope `β`, the
peak positions `p` and `p'` differ by exactly the difference of the bond lengths, even if the
windows and the constant phases differ. -/
theorem reference_compound {w' : ℝ → ℝ} {k₁' k₂' : ℝ} (hw : IsWindow w k₁ k₂)
    (hw' : IsWindow w' k₁' k₂') {R R' φ₀ φ₀' β p p' : ℝ}
    (hp : ∀ r, ‖exafsTransform w k₁ k₂ R φ₀ β r‖ ≤ ‖exafsTransform w k₁ k₂ R φ₀ β p‖)
    (hp' : ∀ r, ‖exafsTransform w' k₁' k₂' R' φ₀' β r‖ ≤
      ‖exafsTransform w' k₁' k₂' R' φ₀' β p'‖) :
    p' - p = R' - R := by
  rw [(isPeak_iff hw R φ₀ β p).mp hp, (isPeak_iff hw' R' φ₀' β p').mp hp']
  ring

end

end ExafsPeakShift
```

```lean
#print axioms ExafsPeakShift.exists_out_of_phase
#print axioms ExafsPeakShift.peak_at_bond_length_iff
#print axioms ExafsPeakShift.reference_compound
```

```
'ExafsPeakShift.exists_out_of_phase' depends on axioms: [propext, Classical.choice, Quot.sound]
'ExafsPeakShift.peak_at_bond_length_iff' depends on axioms: [propext, Classical.choice, Quot.sound]
'ExafsPeakShift.reference_compound' depends on axioms: [propext, Classical.choice, Quot.sound]
```
